# The virial identity β⟨x U′(x)⟩ = 1 on the line, for integrable Boltzmann weight and virial

## Can the discarded boundary term be justified?

When I test a sampler for a particle in a one-dimensional well, I average $x\,U'(x)$ over the configurations and compare the result with $k_BT$. The comparison rests on an integration by parts in which $x\,e^{-\beta U(x)}$ is dropped at both infinities, with $\beta = 1/k_BT$. I would like to see this made rigorous and machine-checked. Must the vanishing of that term be assumed?

## Integrability makes the boundary term vanish

No. It follows if $U$ is differentiable and both $e^{-\beta U}$ and $x\,U'e^{-\beta U}$ are integrable. Write $w = e^{-\beta U}$, so that $w' = -\beta U' w$ and

$$(x w)' = w + x w' = (1 - \beta x U')\,w .$$

The right-hand side is integrable, so $x\,w(x)$ has a limit $L$ as $x\to\infty$, and $L \ge 0$ because $w > 0$. If $L$ were positive, then $w(x) > L/(2x)$ for all large $x$, and $\int w$ would diverge logarithmically. Hence $L = 0$. The same argument for $w(-x)$ settles $x\to-\infty$. Integrating over the line gives

$$0 = \int w\,dx - \beta\int x U' w\,dx ,$$

and division by the positive number $\int w\,dx$ yields $\beta\langle xU'\rangle = 1$.

If $xU' = nU$ for a constant $n$, this becomes $n\beta\langle U\rangle = 1$. For $U = cx^2$ with $c>0$ and $\beta>0$, $n=2$ and $\langle cx^2\rangle = 1/(2\beta)$. Taking the momentum $p$ as the variable and $c = 1/(2m)$, with $m$ the mass, gives

$$2\left\langle \frac{p^2}{2m}\right\rangle = \frac1\beta = \langle xU'\rangle .$$

### What the Lean statements say

`boltzmannWeight β U x` is $e^{-\beta U(x)}$, and `boltzmannAverage β U A` is the integral of $A$ against this weight, divided by the configuration integral. In `virial_identity`, `hU` says that `U'` is the derivative of `U` at every point, while `hZ` and `hV` are the two integrability conditions. Continuity of `U'` is not required. Setting `β` to 1 gives $\langle xU'\rangle = 1$ under the weight $e^{-U}$.

The potential is finite and differentiable everywhere, which excludes hard walls. `virial_in_box` restricts the integral to $[a,b]$, assumes continuous `U'`, and keeps the wall terms $b\,w(b) - a\,w(a)$.

`classical_virial_theorem` equates two canonical averages for one degree of freedom; it says nothing about time averages along a trajectory. Its momentum average uses the kinetic energy in place of `U`, which reflects the factorisation of the classical Boltzmann weight for $p^2/(2m) + U(x)$.

```lean
import Mathlib

open MeasureTheory Filter Set Topology

namespace VirialIdentity

noncomputable section

/-- The Boltzmann weight `exp (-β U(x))` of a potential `U` at inverse temperature `β`. -/
def boltzmannWeight (β : ℝ) (U : ℝ → ℝ) (x : ℝ) : ℝ := Real.exp (-(β * U x))

/-- The average of an observable `A` under the normalised Boltzmann weight of `U`. -/
def boltzmannAverage (β : ℝ) (U A : ℝ → ℝ) : ℝ :=
  (∫ x, A x * boltzmannWeight β U x) / ∫ x, boltzmannWeight β U x

/-- The slope of the Boltzmann weight is `-β U'(x)` times the weight. -/
theorem hasDerivAt_boltzmannWeight (β : ℝ) {U : ℝ → ℝ} {u x : ℝ} (hU : HasDerivAt U u x) :
    HasDerivAt (boltzmannWeight β U) (-(β * u) * boltzmannWeight β U x) x := by
  have h : HasDerivAt (fun y => -(β * U y)) (-(β * u)) x := (hU.const_mul β).fun_neg
  exact h.exp.congr_deriv (mul_comm _ _)

/-- If a nonnegative weight `w` and `x w'(x)` are integrable, then `x w(x)` vanishes
at plus infinity. -/
theorem boundary_term_atTop {w w' : ℝ → ℝ} (hd : ∀ x, HasDerivAt w (w' x) x)
    (hw : ∀ x, 0 ≤ w x) (hi : Integrable w) (hi' : Integrable fun x => x * w' x) :
    Tendsto (fun x => x * w x) atTop (𝓝 0) := by
  have hg : ∀ x, HasDerivAt (fun y => y * w y) (w x + x * w' x) x := fun x =>
    ((hasDerivAt_id' x).fun_mul (hd x)).congr_deriv (by ring)
  have hs : Integrable (fun x => w x + x * w' x) := hi.add hi'
  -- an integrable derivative forces a limit
  obtain ⟨L, hL⟩ : ∃ L, Tendsto (fun x => x * w x) atTop (𝓝 L) :=
    ⟨_, tendsto_limUnder_of_hasDerivAt_of_integrableOn_Ioi (a := 0)
      (f' := fun x => w x + x * w' x) (fun x _ => hg x) hs.integrableOn⟩
  have h0 : 0 ≤ L := ge_of_tendsto hL
    ((eventually_ge_atTop 0).mono fun x hx => mul_nonneg hx (hw x))
  rcases h0.eq_or_lt with h | h
  · rwa [← h] at hL
  · -- a positive limit would make `1/x` integrable at infinity
    exfalso
    obtain ⟨R, hR⟩ := eventually_atTop.1 (hL.eventually (lt_mem_nhds (half_lt_self h)))
    apply not_integrableOn_Ioi_inv (a := max R 1)
    refine Integrable.mono' ((hi.const_mul (2 / L)).integrableOn)
      measurable_inv.aestronglyMeasurable ?_
    filter_upwards [ae_restrict_mem measurableSet_Ioi] with x hx
    have hx' : max R 1 < x := hx
    have hxR : R ≤ x := (le_max_left R 1).trans hx'.le
    have hx0 : 0 < x := lt_of_lt_of_le one_pos ((le_max_right R 1).trans hx'.le)
    have hb := hR x hxR
    have e : 2 / L * w x - x⁻¹ = 2 * (x * w x - L / 2) / (L * x) := by
      field_simp
    have hn : 0 ≤ 2 * (x * w x - L / 2) / (L * x) :=
      div_nonneg (by linarith) (mul_pos h hx0).le
    rw [Real.norm_of_nonneg (inv_pos.2 hx0).le]
    linarith

/-- If a nonnegative weight `w` and `x w'(x)` are integrable, then `x w(x)` vanishes
at minus infinity. -/
theorem boundary_term_atBot {w w' : ℝ → ℝ} (hd : ∀ x, HasDerivAt w (w' x) x)
    (hw : ∀ x, 0 ≤ w x) (hi : Integrable w) (hi' : Integrable fun x => x * w' x) :
    Tendsto (fun x => x * w x) atBot (𝓝 0) := by
  -- reflect the line
  have hd' : ∀ x, HasDerivAt (fun y => w (-y)) (-w' (-x)) x := fun x => by
    have h1 : HasDerivAt (fun y : ℝ => -y) (-1) x := hasDerivAt_neg' x
    exact (HasDerivAt.comp x (h := fun y : ℝ => -y) (hd (-x)) h1).congr_deriv (by ring)
  have hj : Integrable (fun x => x * -w' (-x)) := by
    refine hi'.comp_neg.congr (Eventually.of_forall fun x => ?_)
    change -x * w' (-x) = x * -w' (-x)
    ring
  have h := boundary_term_atTop hd' (fun x => hw (-x)) hi.comp_neg hj
  simpa [Function.comp_def] using (h.comp tendsto_neg_atBot_atTop).neg

/-- Virial identity: if the Boltzmann weight and `x U'(x)` times the weight are integrable,
then `β` times the average of `x U'(x)` equals one. -/
theorem virial_identity {β : ℝ} {U U' : ℝ → ℝ} (hU : ∀ x, HasDerivAt U (U' x) x)
    (hZ : Integrable (boltzmannWeight β U))
    (hV : Integrable fun x => x * U' x * boltzmannWeight β U x) :
    β * boltzmannAverage β U (fun x => x * U' x) = 1 := by
  have hd := fun x => hasDerivAt_boltzmannWeight β (hU x)
  have hw : ∀ x, 0 ≤ boltzmannWeight β U x := fun x => (Real.exp_pos _).le
  have hi' : Integrable (fun x => x * (-(β * U' x) * boltzmannWeight β U x)) := by
    refine (hV.const_mul (-β)).congr (Eventually.of_forall fun x => ?_)
    change -β * (x * U' x * boltzmannWeight β U x)
      = x * (-(β * U' x) * boltzmannWeight β U x)
    ring
  -- integrate the derivative of `x w(x)` over the whole line
  have h := integral_of_hasDerivAt_of_tendsto
    (f := fun x => x * boltzmannWeight β U x)
    (f' := fun x => boltzmannWeight β U x + x * (-(β * U' x) * boltzmannWeight β U x))
    (fun x => ((hasDerivAt_id' x).fun_mul (hd x)).congr_deriv (by ring))
    (hZ.add hi') (boundary_term_atBot hd hw hZ hi') (boundary_term_atTop hd hw hZ hi')
  rw [integral_add hZ hi'] at h
  have e : ∫ x, x * (-(β * U' x) * boltzmannWeight β U x)
      = -β * ∫ x, x * U' x * boltzmannWeight β U x := by
    rw [← integral_const_mul]
    congr 1
    funext x
    ring
  rw [e] at h
  -- the configuration integral is positive, so the average is a genuine quotient
  have hpos : 0 < ∫ x, boltzmannWeight β U x :=
    integral_exp_pos (f := fun x => -(β * U x)) hZ
  unfold boltzmannAverage
  rw [← mul_div_assoc, div_eq_one_iff_eq hpos.ne']
  linarith

/-- In a box `[a, b]` the integral of `1 - β x U'(x)` against the Boltzmann weight equals
the difference of `x` times the weight at the two walls. -/
theorem virial_in_box (β a b : ℝ) {U U' : ℝ → ℝ} (hU : ∀ x, HasDerivAt U (U' x) x)
    (hc : Continuous U') :
    ∫ x in a..b, (1 - β * (x * U' x)) * boltzmannWeight β U x
      = b * boltzmannWeight β U b - a * boltzmannWeight β U a := by
  have hd := fun x => hasDerivAt_boltzmannWeight β (hU x)
  have hwc : Continuous (boltzmannWeight β U) :=
    continuous_iff_continuousAt.2 fun x => (hd x).continuousAt
  have hcont : Continuous fun x => (1 - β * (x * U' x)) * boltzmannWeight β U x := by
    fun_prop
  exact intervalIntegral.integral_eq_sub_of_hasDerivAt
    (f := fun x => x * boltzmannWeight β U x)
    (fun x _ => ((hasDerivAt_id' x).fun_mul (hd x)).congr_deriv (by ring))
    (hcont.intervalIntegrable a b)

/-- For a potential obeying Euler's relation `x U'(x) = n U(x)`, if the Boltzmann weight and `U(x)`
times the weight are integrable, then the mean potential energy satisfies `n β ⟨U⟩ = 1`. -/
theorem virial_homogeneous {β n : ℝ} {U U' : ℝ → ℝ} (hU : ∀ x, HasDerivAt U (U' x) x)
    (hn : ∀ x, x * U' x = n * U x) (hZ : Integrable (boltzmannWeight β U))
    (hE : Integrable fun x => U x * boltzmannWeight β U x) :
    n * β * boltzmannAverage β U U = 1 := by
  have hV : Integrable fun x => x * U' x * boltzmannWeight β U x := by
    refine (hE.const_mul n).congr (Eventually.of_forall fun x => ?_)
    change n * (U x * boltzmannWeight β U x) = x * U' x * boltzmannWeight β U x
    rw [hn x]
    ring
  have h := virial_identity hU hZ hV
  have hf : (fun x => x * U' x) = fun x => n * U x := funext hn
  have e : boltzmannAverage β U (fun x => n * U x) = n * boltzmannAverage β U U := by
    unfold boltzmannAverage
    simp only [mul_assoc, integral_const_mul, mul_div_assoc]
  rw [hf, e] at h
  linear_combination h

/-- Equipartition: for `β > 0`, a quadratic energy `c x²` with `c > 0` has thermal mean `1 / (2β)`.
-/
theorem equipartition_quadratic {β c : ℝ} (hβ : 0 < β) (hc : 0 < c) :
    boltzmannAverage β (fun x => c * x ^ 2) (fun x => c * x ^ 2) = 1 / (2 * β) := by
  have hexp : ∀ x : ℝ, Real.exp (-(β * c) * x ^ 2)
      = boltzmannWeight β (fun x => c * x ^ 2) x := fun x => by
    unfold boltzmannWeight
    congr 1
    ring
  have hZ : Integrable (boltzmannWeight β (fun x => c * x ^ 2)) :=
    (integrable_exp_neg_mul_sq (mul_pos hβ hc)).congr (Eventually.of_forall hexp)
  have hE : Integrable fun x : ℝ =>
      c * x ^ 2 * boltzmannWeight β (fun x => c * x ^ 2) x := by
    have h2 := integrable_rpow_mul_exp_neg_mul_sq (mul_pos hβ hc) (s := 2) (by norm_num)
    simp only [Real.rpow_two, hexp] at h2
    simpa only [mul_assoc] using h2.const_mul c
  have h := virial_homogeneous (n := 2) (U' := fun x => c * (2 * x))
    (fun x => ((hasDerivAt_pow 2 x).const_mul c).congr_deriv (by norm_num))
    (fun x => by ring) hZ hE
  rw [eq_div_iff (by positivity)]
  linear_combination h

/-- Classical virial theorem: for positive `β` and `m`, if the Boltzmann weight of `U` and `x U'(x)`
times that weight are integrable, then twice the thermal mean of the kinetic energy `p²/(2m)` equals
the thermal mean of `x U'(x)`. -/
theorem classical_virial_theorem {β m : ℝ} (hβ : 0 < β) (hm : 0 < m) {U U' : ℝ → ℝ}
    (hU : ∀ x, HasDerivAt U (U' x) x) (hZ : Integrable (boltzmannWeight β U))
    (hV : Integrable fun x => x * U' x * boltzmannWeight β U x) :
    2 * boltzmannAverage β (fun p => p ^ 2 / (2 * m)) (fun p => p ^ 2 / (2 * m))
      = boltzmannAverage β U (fun x => x * U' x) := by
  have hf : (fun p : ℝ => p ^ 2 / (2 * m)) = fun p => 1 / (2 * m) * p ^ 2 := by
    funext p
    ring
  have hc : 0 < 1 / (2 * m) := by positivity
  have h := virial_identity hU hZ hV
  rw [hf, equipartition_quadratic hβ hc]
  -- both sides equal the thermal energy `1/β`
  have h' : boltzmannAverage β U (fun x => x * U' x) = 1 / β := by
    rw [eq_div_iff hβ.ne']
    linear_combination h
  rw [h']
  field_simp

end

end VirialIdentity
```

```lean
#print axioms VirialIdentity.virial_identity
-- 'VirialIdentity.virial_identity' depends on axioms: [propext, Classical.choice, Quot.sound]
#print axioms VirialIdentity.virial_in_box
-- 'VirialIdentity.virial_in_box' depends on axioms: [propext, Classical.choice, Quot.sound]
#print axioms VirialIdentity.classical_virial_theorem
-- 'VirialIdentity.classical_virial_theorem' depends on axioms: [propext, Classical.choice, Quot.sound]
```

### How the proof follows the calculation

`hasDerivAt_boltzmannWeight` is the chain rule for $w$. In `boundary_term_atTop`, the product rule and integrability of the derivative supply the limit $L$. If $L>0$, the bound $1/x \le (2/L)\,w(x)$ would make $1/x$ integrable at infinity, contradicting `not_integrableOn_Ioi_inv`. `boundary_term_atBot` reflects the line and applies that result.

`virial_identity` feeds both limits into the fundamental theorem of calculus on the whole line, splits the integral, and divides by the configuration integral, positive by `integral_exp_pos`. `virial_in_box` uses the interval version, with continuity providing integrability.

`virial_homogeneous` substitutes Euler's relation and takes $n$ out of the average. `equipartition_quadratic` checks the Gaussian integrability conditions and sets $n=2$; the final theorem shows that both of its sides equal $1/\beta$.

### The check in a simulation, and where it fails

With sampled positions in an array `x` and a function `dU` for the derivative, the test is one line:

```python
ratio = beta * np.mean(x * dU(x))   # expected: 1 within statistical error
```

A significant deviation can reveal a wrong temperature, a force inconsistent with the energy, or poor sampling; agreement alone does not establish correct sampling. For a single classical coordinate, this is the one-bead case of the integration by parts behind the virial kinetic-energy estimator in path-integral simulations.

The identity fails for a free particle. With $U=0$, the virial is zero and trivially integrable, but the weight is 1 and cannot be normalised on the line. In a box $[a,b]$ with $a<b$ the average exists, yet $\beta\langle xU'\rangle = 0$: the wall terms contribute $b-a$, exactly the configuration integral. On the line the test therefore needs a normalisable weight, and in a box the wall terms cannot in general be dropped.
